# The model d(k) = (cos kx − cos ky, sin kx sin ky, m + cos kx + cos ky) is gapless only at m = ±2, and its bands touch quadratically there

An electron hops on a square lattice that carries two orbitals per site, and one on-site parameter m is tuned. For most values of m the two Bloch bands are separated by a gap at every crystal momentum k = (kx, ky). Where they do meet, the low-energy behaviour depends on how the gap opens as the momentum moves away from the touching point by a displacement q: linearly in |q|, as at a Dirac cone, or only at second order. For the non-interacting, one-parameter model treated here both questions have exact answers. The gap closes only at m = 2 and m = −2, and the band energy near the touching point lies between two multiples of |q|².

```lean
import Mathlib

open Real Matrix

namespace QuadraticBandTouching

noncomputable section
```

## Bloch vector, Hamiltonian and band energy

The lattice constant is set to one and energies are measured in units of twice the nearest-neighbour hopping amplitude t (hopping both ways along x gives 2t cos kx), with the diagonal hopping held in a fixed ratio to t, so kx, ky and m are dimensionless real numbers. The model is fixed by a real three-component vector, numbered from zero as in Lean:

d₀ = cos kx − cos ky
d₁ = sin kx sin ky
d₂ = m + cos kx + cos ky

The component d₀ comes from nearest-neighbour hopping between the two orbitals with opposite signs along x and y. The component d₁ equals [cos(kx − ky) − cos(kx + ky)]/2 and so comes from hopping along the diagonals. In d₂ the cosines come from nearest-neighbour hopping between like orbitals, with opposite signs for the two orbitals, and the constant m stands for on-site energies +m and −m of the two orbitals. The momenta range over all reals, and periodicity enters only through the sines and cosines.

```lean
/-- The vector `d(k) = (cos kx - cos ky, sin kx sin ky, m + cos kx + cos ky)`. -/
def dVec (m kx ky : ℝ) : Fin 3 → ℝ :=
  ![cos kx - cos ky, sin kx * sin ky, m + cos kx + cos ky]
```

With the Pauli matrices σx, σy, σz acting on the orbital index, the Bloch Hamiltonian is

H(k) = d₀ σx + d₁ σy + d₂ σz,

whose rows are (d₂, d₀ − i d₁) and (d₀ + i d₁, −d₂). In the code `dVec m kx ky 0` is d₀, and likewise for d₁ and d₂.

```lean
/-- The two-band Bloch Hamiltonian `H(k) = d₀ σx + d₁ σy + d₂ σz`. -/
def hamiltonian (m kx ky : ℝ) : Matrix (Fin 2) (Fin 2) ℂ :=
  (dVec m kx ky 0 : ℂ) • !![0, 1; 1, 0]
    + (dVec m kx ky 1 : ℂ) • !![0, -Complex.I; Complex.I, 0]
    + (dVec m kx ky 2 : ℂ) • !![1, 0; 0, -1]
```

The band energy is the Euclidean length of d, written out as a square root:

ε(k) = |d(k)| = √(d₀² + d₁² + d₂²)

```lean
/-- The band energy `ε(k) = |d(k)|`, the Euclidean length of `d(k)`. -/
def energy (m kx ky : ℝ) : ℝ :=
  √(dVec m kx ky 0 ^ 2 + dVec m kx ky 1 ^ 2 + dVec m kx ky 2 ^ 2)
```

The linear term of d(k + q) in q is J(k) q, where J is the 3 × 2 Jacobian matrix. Its entry in row i and column j is the derivative of dᵢ with respect to kx for j = 0 and with respect to ky for j = 1. Each column is the `deriv` of d as a vector-valued function of one momentum component (the bound variable `t` of the code, unrelated to the hopping amplitude), with the other held fixed.

```lean
/-- The `3 × 2` Jacobian matrix of `d`, with columns `∂d/∂kx` and `∂d/∂ky`. -/
def jacobian (m kx ky : ℝ) : Matrix (Fin 3) (Fin 2) ℝ :=
  Matrix.of fun i j =>
    (![deriv (fun t => dVec m t ky) kx, deriv (fun t => dVec m kx t) ky] :
      Fin 2 → Fin 3 → ℝ) j i
```

## The bands are ±|d|

For a complex number E the secular determinant is

det(E − H) = (E − d₂)(E + d₂) − (d₀ − i d₁)(d₀ + i d₁) = E² − d₀² − d₁² − d₂² = (E − ε)(E + ε).

Its roots are E = ±ε, the gap is 2ε, and the bands touch exactly where d = 0. The theorem states the factorisation for every complex E, with E times the unit matrix written explicitly. In the proof `h0` is ε² = d₀² + d₁² + d₂², and `h` is the same equation over the complex numbers. After `Matrix.det_fin_two` expands the determinant, the closing `linear_combination` uses `h` and i² = −1, which turns −(i d₁)² into d₁².

```lean
/-- The secular determinant factorises as `det (E - H(k)) = (E - ε(k)) (E + ε(k))`. -/
theorem det_secular (m kx ky : ℝ) (E : ℂ) :
    (E • (1 : Matrix (Fin 2) (Fin 2) ℂ) - hamiltonian m kx ky).det
      = (E - energy m kx ky) * (E + energy m kx ky) := by
  have h0 : energy m kx ky ^ 2
      = dVec m kx ky 0 ^ 2 + dVec m kx ky 1 ^ 2 + dVec m kx ky 2 ^ 2 := by
    unfold energy
    exact Real.sq_sqrt (by positivity)
  have h : (energy m kx ky : ℂ) ^ 2 = (dVec m kx ky 0 : ℂ) ^ 2
      + (dVec m kx ky 1 : ℂ) ^ 2 + (dVec m kx ky 2 : ℂ) ^ 2 := by
    exact_mod_cast h0
  rw [Matrix.det_fin_two]
  simp [hamiltonian]
  linear_combination h + (dVec m kx ky 1 : ℂ) ^ 2 * Complex.I_sq
```

## Zeros of d

One small fact recurs below: if cos² x = 1, then sin² x = 1 − cos² x = 0 and hence sin x = 0.

```lean
/-- A real number `x` with `cos² x = 1` has `sin x = 0`. -/
theorem sin_eq_zero_of_cos_sq {x : ℝ} (h : cos x ^ 2 = 1) : sin x = 0 := by
  have h1 := sin_sq_add_cos_sq x
  have h2 : sin x ^ 2 = 0 := by linarith
  exact (pow_eq_zero_iff two_ne_zero).mp h2
```

Suppose d(k) = 0. From d₀ = 0 the two cosines share a value c. From d₁ = 0 at least one sine vanishes, and for that component sin² + cos² = 1 gives

(c − 1)(c + 1) = 0.

Then d₂ = 0 reads m + 2c = 0, so c = 1 forces m = −2 and c = −1 forces m = 2. Conversely, in either case d₀ = 0 and d₂ = 0 by substitution, and sin kx = 0 makes d₁ vanish. The theorem `dVec_eq_zero_iff` gives the zeros through their cosines; these conditions describe the zone centre (0, 0) and the zone corner (π, π), up to multiples of 2π in each component. The three component equations are `h0`, `h1` and `h2`, the factorised condition on c is `hpm`, and the last case split chooses the sign.

```lean
/-- `d(k)` vanishes exactly when `m = -2` and `cos kx = cos ky = 1`, or `m = 2` and
`cos kx = cos ky = -1`. -/
theorem dVec_eq_zero_iff (m kx ky : ℝ) :
    dVec m kx ky = 0 ↔
      (m = -2 ∧ cos kx = 1 ∧ cos ky = 1) ∨ (m = 2 ∧ cos kx = -1 ∧ cos ky = -1) := by
  constructor
  · intro h
    have h0 : cos kx - cos ky = 0 := by simpa [dVec] using congrFun h 0
    have h1 : sin kx * sin ky = 0 := by simpa [dVec] using congrFun h 1
    have h2 : m + cos kx + cos ky = 0 := by simpa [dVec] using congrFun h 2
    have hc : cos ky = cos kx := by linarith
    -- one sine vanishes, so the common cosine is ±1
    have hpm : (cos kx - 1) * (cos kx + 1) = 0 := by
      rcases mul_eq_zero.mp h1 with hs | hs
      · have hx := sin_sq_add_cos_sq kx
        rw [hs] at hx
        linear_combination hx
      · have hy := sin_sq_add_cos_sq ky
        rw [hs, hc] at hy
        linear_combination hy
    rcases mul_eq_zero.mp hpm with hp | hp
    · exact Or.inl ⟨by linarith, by linarith, by linarith⟩
    · exact Or.inr ⟨by linarith, by linarith, by linarith⟩
  · rintro (⟨hm, hx, hy⟩ | ⟨hm, hx, hy⟩)
    all_goals
      have hs : sin kx = 0 := sin_eq_zero_of_cos_sq (by rw [hx]; norm_num)
      unfold dVec
      rw [hm, hx, hy, hs]
      ext i
      fin_cases i <;> simp
      all_goals norm_num
```

## The Jacobian and where it vanishes

Differentiating component by component gives

∂d/∂kx = (−sin kx, cos kx sin ky, −sin kx)
∂d/∂ky = (sin ky, sin kx cos ky, −sin ky).

`HasDerivAt` says that the derivative exists and equals the given vector. The proof reduces to components with `hasDerivAt_pi` and applies the rules for sine, cosine and constants to the six entries.

```lean
/-- The partial derivatives are `∂d/∂kx = (-sin kx, cos kx sin ky, -sin kx)` and
`∂d/∂ky = (sin ky, sin kx cos ky, -sin ky)`. -/
theorem hasDerivAt_dVec (m kx ky : ℝ) :
    HasDerivAt (fun t => dVec m t ky) ![-sin kx, cos kx * sin ky, -sin kx] kx ∧
    HasDerivAt (fun t => dVec m kx t) ![sin ky, sin kx * cos ky, -sin ky] ky := by
  constructor
  · refine hasDerivAt_pi.2 fun i => ?_
    fin_cases i
    · exact (Real.hasDerivAt_cos kx).sub_const (cos ky)
    · exact (Real.hasDerivAt_sin kx).mul_const (sin ky)
    · exact ((Real.hasDerivAt_cos kx).const_add m).add_const (cos ky)
  · refine hasDerivAt_pi.2 fun i => ?_
    fin_cases i
    · exact ((Real.hasDerivAt_cos ky).const_sub (cos kx)).congr_deriv (neg_neg _)
    · exact (Real.hasDerivAt_sin ky).const_mul (sin kx)
    · exact (Real.hasDerivAt_cos ky).const_add (m + cos kx)
```

These two vectors are the columns of J, which does not depend on m.

```lean
/-- The explicit form of the Jacobian matrix of `d`. -/
theorem jacobian_eq (m kx ky : ℝ) :
    jacobian m kx ky =
      !![-sin kx, sin ky; cos kx * sin ky, sin kx * cos ky; -sin kx, -sin ky] := by
  unfold jacobian
  rw [(hasDerivAt_dVec m kx ky).1.deriv, (hasDerivAt_dVec m kx ky).2.deriv]
  ext i j
  fin_cases i <;> fin_cases j <;> rfl
```

The top row of J is (−sin kx, sin ky), so J = 0 forces both sines to vanish. Every entry contains one of the sines as a factor, which gives the converse:

J(k) = 0 ⇔ sin kx = 0 and sin ky = 0.

```lean
/-- The Jacobian matrix of `d` is zero exactly where `sin kx = sin ky = 0`. -/
theorem jacobian_eq_zero_iff (m kx ky : ℝ) :
    jacobian m kx ky = 0 ↔ sin kx = 0 ∧ sin ky = 0 := by
  rw [jacobian_eq]
  constructor
  · intro h
    exact ⟨by simpa using congrFun (congrFun h 0) 0, by simpa using congrFun (congrFun h 0) 1⟩
  · rintro ⟨hx, hy⟩
    ext i j
    fin_cases i <;> fin_cases j <;> simp [hx, hy]
```

## No linear term at a touching point

The main theorem holds for every real m and has two parts: d has a zero at some momentum if and only if m = 2 or m = −2, and J vanishes at every zero of d. The classification of zeros gives m = ±2 directly. For existence the proof supplies k = (π, π) when m = 2 and k = (0, 0) when m = −2. At any zero both cosines are ±1, so both sines vanish and J = 0. The second part has content only for m = ±2, and it runs in one direction: J also vanishes at (0, π), where d = (2, 0, m) is nonzero.

```lean
/-- `d(k)` vanishes at some momentum iff `m = 2` or `m = -2`, and at every zero of `d`
the Jacobian matrix of `d` is zero. -/
theorem touching_without_linear_term (m : ℝ) :
    ((∃ kx ky, dVec m kx ky = 0) ↔ m = 2 ∨ m = -2) ∧
      ∀ kx ky, dVec m kx ky = 0 → jacobian m kx ky = 0 := by
  refine ⟨⟨?_, ?_⟩, ?_⟩
  · rintro ⟨kx, ky, h⟩
    rcases (dVec_eq_zero_iff m kx ky).1 h with ⟨hm, -⟩ | ⟨hm, -⟩
    · exact Or.inr hm
    · exact Or.inl hm
  · -- the zeros are realised at (π, π) and at (0, 0)
    rintro (hm | hm)
    · exact ⟨π, π, (dVec_eq_zero_iff m π π).2 (Or.inr ⟨hm, Real.cos_pi, Real.cos_pi⟩)⟩
    · exact ⟨0, 0, (dVec_eq_zero_iff m 0 0).2 (Or.inl ⟨hm, Real.cos_zero, Real.cos_zero⟩)⟩
  · intro kx ky h
    rw [jacobian_eq_zero_iff]
    rcases (dVec_eq_zero_iff m kx ky).1 h with ⟨-, hx, hy⟩ | ⟨-, hx, hy⟩
    all_goals
      exact ⟨sin_eq_zero_of_cos_sq (by rw [hx]; norm_num),
        sin_eq_zero_of_cos_sq (by rw [hy]; norm_num)⟩
```

The absence of a linear term is stated here for d, because the bare value of `deriv` of ε, with no assertion that the derivative exists, would say nothing. Since ε ≥ 0 has a minimum at a touching point, its slope there is zero whenever it exists. At a Dirac cone with velocity v, where ε = v|q| has a kink, Lean's `deriv` returns 0 for lack of a derivative. A theorem saying that `deriv` of `energy` vanishes at a touching point would therefore hold for linear and quadratic touchings alike. The Jacobian of d separates the two cases, and `hasDerivAt_dVec` shows that its entries are true derivatives.

## The exact dispersion around a zero

A zero Jacobian leaves open whether the gap opens at second order in every direction or more slowly along some line. Let k be a zero of d with common cosine c = ±1, and let q = (qx, qy) be any displacement. Both sines vanish at k, so the addition formulas give cos(kx + qx) = c cos qx and sin(kx + qx) = c sin qx, and likewise for y. Put a = 1 − cos qx, b = 1 − cos qy and s = sin qx sin qy. With m = −2c and c² = 1,

d(k + q) = (c (b − a), s, −c (a + b)),

and since (b − a)² + (a + b)² = 2a² + 2b²,

ε(k + q)² = 2a² + 2b² + s².

The result is the same for both signs of m. The only hypothesis is `dVec m kx ky = 0`. The proof splits into the two cases, rewrites with `Real.cos_add` and `Real.sin_add`, and leaves the algebra to `ring`.

```lean
/-- At displacement `q` from a zero of `d`, the squared band energy is
`2 (1 - cos qx)² + 2 (1 - cos qy)² + (sin qx sin qy)²`. -/
theorem energy_sq_near_zero {m kx ky : ℝ} (h : dVec m kx ky = 0) (qx qy : ℝ) :
    energy m (kx + qx) (ky + qy) ^ 2
      = 2 * (1 - cos qx) ^ 2 + 2 * (1 - cos qy) ^ 2 + (sin qx * sin qy) ^ 2 := by
  unfold energy
  rw [Real.sq_sqrt (by positivity)]
  show (cos (kx + qx) - cos (ky + qy)) ^ 2 + (sin (kx + qx) * sin (ky + qy)) ^ 2
    + (m + cos (kx + qx) + cos (ky + qy)) ^ 2 = _
  rcases (dVec_eq_zero_iff m kx ky).1 h with ⟨hm, hx, hy⟩ | ⟨hm, hx, hy⟩
  all_goals
    have hsx : sin kx = 0 := sin_eq_zero_of_cos_sq (by rw [hx]; norm_num)
    have hsy : sin ky = 0 := sin_eq_zero_of_cos_sq (by rw [hy]; norm_num)
    simp only [Real.cos_add, Real.sin_add, hx, hy, hsx, hsy, hm]
    ring
```

## Upper bound |q|²/√2

Write |q|² = qx² + qy². For all real x one has 0 ≤ 1 − cos x ≤ x²/2 and sin² x ≤ x². Therefore

ε² ≤ 2 (qx²/2)² + 2 (qy²/2)² + qx² qy² = (qx² + qy²)²/2,

and taking square roots of nonnegative quantities gives

ε(k + q) ≤ |q|²/√2 for every q.

This bounds d itself along all directions at once, so it excludes a linear term without reference to partial derivatives. In the proof `pow_le_pow_iff_left₀` passes to squares, `hc` and `hs` are the two elementary bounds, and `nlinarith` adds them.

```lean
/-- At any displacement `q` from a zero of `d`, the band energy is at most `|q|² / √2`. -/
theorem energy_le_quadratic {m kx ky : ℝ} (h : dVec m kx ky = 0) (qx qy : ℝ) :
    energy m (kx + qx) (ky + qy) ≤ (qx ^ 2 + qy ^ 2) / √2 := by
  have hE : 0 ≤ energy m (kx + qx) (ky + qy) := Real.sqrt_nonneg _
  refine (pow_le_pow_iff_left₀ hE (by positivity) two_ne_zero).1 ?_
  rw [energy_sq_near_zero h, div_pow, Real.sq_sqrt (by norm_num : (0 : ℝ) ≤ 2)]
  -- 0 ≤ 1 - cos x ≤ x² / 2 and sin² x ≤ x²
  have hc : ∀ x : ℝ, (1 - cos x) ^ 2 ≤ (x ^ 2 / 2) ^ 2 := fun x =>
    pow_le_pow_left₀ (by linarith [Real.cos_le_one x])
      (by linarith [Real.one_sub_sq_div_two_le_cos (x := x)]) 2
  have hs : (sin qx * sin qy) ^ 2 ≤ qx ^ 2 * qy ^ 2 := by
    rw [mul_pow]
    exact mul_le_mul Real.sin_sq_le_sq Real.sin_sq_le_sq (sq_nonneg _) (sq_nonneg _)
  nlinarith [hc qx, hc qy, hs]
```

## Lower bound 2|q|²/π²

For |x| ≤ π one has 1 − cos x ≥ 2x²/π². Adding this for qx and qy gives a + b ≥ 2|q|²/π², which is `hsum`. Then

(2|q|²/π²)² ≤ (a + b)² ≤ (a + b)² + (a − b)² + s² = ε²,

the two steps of the `calc` block, and so

ε(k + q) ≥ 2|q|²/π² for |qx| ≤ π and |qy| ≤ π.

The hypotheses `hx` and `hy` confine q to one Brillouin zone centred on the touching point. Some such restriction is needed, because q = (2π, 0) leads to an equivalent zero, where ε = 0.

```lean
/-- At a displacement `q` with `|qx|, |qy| ≤ π` from a zero of `d`, the band energy is at
least `2 |q|² / π²`. -/
theorem quadratic_le_energy {m kx ky : ℝ} (h : dVec m kx ky = 0) {qx qy : ℝ}
    (hx : |qx| ≤ π) (hy : |qy| ≤ π) :
    2 / π ^ 2 * (qx ^ 2 + qy ^ 2) ≤ energy m (kx + qx) (ky + qy) := by
  have hE : 0 ≤ energy m (kx + qx) (ky + qy) := Real.sqrt_nonneg _
  have hq : 0 ≤ 2 / π ^ 2 * (qx ^ 2 + qy ^ 2) := by positivity
  refine (pow_le_pow_iff_left₀ hq hE two_ne_zero).1 ?_
  rw [energy_sq_near_zero h]
  -- 1 - cos x ≥ 2 x² / π² on [-π, π]
  have hc : ∀ x : ℝ, |x| ≤ π → cos x ≤ 1 - 2 / π ^ 2 * x ^ 2 := fun x hx =>
    Real.cos_le_one_sub_mul_cos_sq hx
  have hsum : 2 / π ^ 2 * (qx ^ 2 + qy ^ 2) ≤ (1 - cos qx) + (1 - cos qy) := by
    rw [mul_add]
    linarith [hc qx hx, hc qy hy]
  calc (2 / π ^ 2 * (qx ^ 2 + qy ^ 2)) ^ 2
      ≤ ((1 - cos qx) + (1 - cos qy)) ^ 2 := pow_le_pow_left₀ hq hsum 2
    _ ≤ _ := by nlinarith [sq_nonneg (cos qx - cos qy), sq_nonneg (sin qx * sin qy)]

end

end QuadraticBandTouching
```

```lean
#print axioms QuadraticBandTouching.sin_eq_zero_of_cos_sq
-- 'QuadraticBandTouching.sin_eq_zero_of_cos_sq' depends on axioms: [propext, Classical.choice, Quot.sound]
#print axioms QuadraticBandTouching.touching_without_linear_term
-- 'QuadraticBandTouching.touching_without_linear_term' depends on axioms: [propext, Classical.choice, Quot.sound]
#print axioms QuadraticBandTouching.energy_le_quadratic
-- 'QuadraticBandTouching.energy_le_quadratic' depends on axioms: [propext, Classical.choice, Quot.sound]
#print axioms QuadraticBandTouching.quadratic_le_energy
-- 'QuadraticBandTouching.quadratic_le_energy' depends on axioms: [propext, Classical.choice, Quot.sound]
```

## Size of the constants and terms absent from H

The observations on the constants that follow come from direct expansion and substitution and are stated by no theorem above. For small q one finds d(k + q) ≈ (c (qy² − qx²)/2, qx qy, −c |q|²/2), whose length is |q|²/√2, so the upper bound is the leading term and is isotropic. At q = (π, π) the exact formula gives ε = 4, which equals the lower bound.

In this non-interacting, one-parameter model a k·p expansion about the touching point has no velocity term and starts at second order, and a scan over m finds gap closings at only two values. H contains no term proportional to the unit matrix, so the spectrum is symmetric about zero; such a term would shift both bands together at each k and leave the direct gap 2ε(k) unchanged, although a term that depends on k could make the two bands overlap in energy. The theorems concern the spectrum alone. They make no statement about eigenvectors, Berry curvature, the Chern numbers of the gapped ranges of m, or the fate of the touching under further hopping terms or interactions.
